# Gap criterion and anisotropic band-edge curvature in a two-hopping model of a puckered layer

In a puckered layer such as phosphorene, zigzag chains of atoms lie alternately in an upper and a lower sublayer. Every atom has two bonds within its chain and one bond to a chain in the other sublayer. Charge carriers in such a layer respond differently along the chains (zigzag) and across them (armchair). How much of this difference, and of the band gap, follows from just two hopping amplitudes?

Let $t_1$ be the amplitude of each in-chain bond and $t_2$ that of the bond between sublayers, with $t_1<0<t_2$. The bond network is that of a honeycomb, with two sites per repeat. The cell of the phosphorene crystal holds four atoms, because neighbouring chains lie at different heights, but the two amplitudes are the same for both sublayers, so the smaller repeat suffices here. Each atom carries a single orbital. Electrons do not interact, and more distant hopping, overlap and spin are left out.

In Lean 4 with Mathlib:

```lean
import Mathlib

open Matrix ComplexConjugate

namespace PuckeredLayer

noncomputable section
```

## Two bands from one complex number

Let $x$ and $y$ be the Bloch phases for the two translations of this network that lead diagonally from one chain to the next. The three bonds of a site add up to

$$f(x,y)=t_2+t_1\left(e^{ix}+e^{iy}\right).$$

In the code this is `structureFactor`. The hoppings and phases are real numbers, and the value is complex.

```lean
/-- The matrix element `t2 + t1 (exp(ix) + exp(iy))` between the two sites of the repeat, at Bloch
phases `x`, `y`. -/
def structureFactor (t1 t2 x y : ℝ) : ℂ :=
  t2 + t1 * (Complex.exp (x * Complex.I) + Complex.exp (y * Complex.I))
```

Both sites have the same on-site energy, which is taken as the zero of energy. The Bloch Hamiltonian is then

$$H=\begin{pmatrix}0&f\\ \bar f&0\end{pmatrix}.$$

```lean
/-- The two-band Bloch Hamiltonian, with the structure factor coupling two sites
of equal on-site energy zero. -/
def hamiltonian (t1 t2 x y : ℝ) : Matrix (Fin 2) (Fin 2) ℂ :=
  !![0, structureFactor t1 t2 x y; conj (structureFactor t1 t2 x y), 0]
```

Write $E(x,y)=|f(x,y)|$ for the energy of the upper band. This is `bandEnergy`, defined as the norm of a complex number.

```lean
/-- The modulus of the structure factor. -/
def bandEnergy (t1 t2 x y : ℝ) : ℝ := ‖structureFactor t1 t2 x y‖
```

To see that it deserves the name, let $\varepsilon$ be a real energy. A nonzero $v$ with $Hv=\varepsilon v$ exists exactly when

$$\det(H-\varepsilon)=\varepsilon^2-|f|^2=0,$$

that is, when $\varepsilon=\pm|f|$. The theorem says this for the number that the code calls `E`. Its step `key` rewrites $Hv-\varepsilon v$ as one matrix acting on $v$, and `Matrix.exists_mulVec_eq_zero_iff` supplies the determinant condition. Restricting to real $\varepsilon$ loses nothing, because $H$ is Hermitian.

```lean
/-- The real eigenvalues of the Bloch Hamiltonian are plus and minus the modulus of the
structure factor. -/
theorem eigenvalue_iff (t1 t2 x y E : ℝ) :
    (∃ v : Fin 2 → ℂ, v ≠ 0 ∧ hamiltonian t1 t2 x y *ᵥ v = (E : ℂ) • v) ↔
      E = bandEnergy t1 t2 x y ∨ E = -bandEnergy t1 t2 x y := by
  have key : ∀ v : Fin 2 → ℂ,
      !![-(E : ℂ), structureFactor t1 t2 x y; conj (structureFactor t1 t2 x y), -(E : ℂ)] *ᵥ v
        = hamiltonian t1 t2 x y *ᵥ v - (E : ℂ) • v := by
    intro v
    ext i
    fin_cases i <;> simp [hamiltonian, Matrix.mulVec, dotProduct, Fin.sum_univ_two] <;> ring
  -- an eigenvector exists exactly when the secular determinant vanishes
  have h1 : (∃ v : Fin 2 → ℂ, v ≠ 0 ∧ hamiltonian t1 t2 x y *ᵥ v = (E : ℂ) • v) ↔
      (!![-(E : ℂ), structureFactor t1 t2 x y;
        conj (structureFactor t1 t2 x y), -(E : ℂ)]).det = 0 := by
    rw [← Matrix.exists_mulVec_eq_zero_iff]
    simp only [key, sub_eq_zero]
  rw [h1, Matrix.det_fin_two_of, neg_mul_neg, Complex.mul_conj, Complex.normSq_eq_norm_sq,
    sub_eq_zero, ← Complex.ofReal_mul, Complex.ofReal_inj, ← sq, ← sq_eq_sq_iff_eq_or_eq_neg]
  rfl
```

## When the bands touch

The bands meet where $f=0$. Euler's formula separates the two conditions:

$$\operatorname{Re}f=t_2+t_1(\cos x+\cos y),\qquad \operatorname{Im}f=t_1(\sin x+\sin y).$$

```lean
/-- Real and imaginary parts of the structure factor. -/
theorem structureFactor_re_im (t1 t2 x y : ℝ) :
    (structureFactor t1 t2 x y).re = t2 + t1 * (Real.cos x + Real.cos y) ∧
      (structureFactor t1 t2 x y).im = t1 * (Real.sin x + Real.sin y) := by
  constructor <;> simp [structureFactor, Complex.exp_ofReal_mul_I_re, Complex.exp_ofReal_mul_I_im]
```

Squaring and adding, with $\cos^2+\sin^2=1$ for each phase and $\cos x\cos y+\sin x\sin y=\cos(x-y)$, gives

$$E^2=t_2^2+2t_1t_2(\cos x+\cos y)+2t_1^2\bigl(1+\cos(x-y)\bigr).$$

The code expands $\cos(x-y)$ and then adds $t_1^2$ times the Pythagorean identity for each phase.

```lean
/-- The squared band energy as a sum of cosines of the Bloch phases. -/
theorem bandEnergy_sq (t1 t2 x y : ℝ) :
    bandEnergy t1 t2 x y ^ 2 = t2 ^ 2 + 2 * t1 * t2 * (Real.cos x + Real.cos y)
      + 2 * t1 ^ 2 * (1 + Real.cos (x - y)) := by
  rw [bandEnergy, ← Complex.normSq_eq_norm_sq, Complex.normSq_apply,
    (structureFactor_re_im t1 t2 x y).1, (structureFactor_re_im t1 t2 x y).2, Real.cos_sub]
  linear_combination t1 ^ 2 * Real.sin_sq_add_cos_sq x + t1 ^ 2 * Real.sin_sq_add_cos_sq y
```

If $f=0$, the real part gives $t_2=-t_1(\cos x+\cos y)\le-2t_1$, since $-t_1>0$ and each cosine is at most one. Conversely, let $t_2\le-2t_1$. Then $t_2/(-2t_1)$ lies in $(0,1]$, and one may set

$$\theta=\arccos\frac{t_2}{-2t_1},\qquad x=\theta,\quad y=-\theta.$$

The two sines cancel, and the real part is $t_2+2t_1\cos\theta=0$. So the bands touch somewhere if and only if $t_2\le-2t_1$. In the borderline case $t_2=-2t_1$ the construction gives $\theta=0$.

```lean
/-- For `t1 < 0 < t2` the structure factor vanishes at some real Bloch phases
if and only if `t2 ≤ -2 t1`. -/
theorem gapless_iff {t1 t2 : ℝ} (h1 : t1 < 0) (h2 : 0 < t2) :
    (∃ x y : ℝ, structureFactor t1 t2 x y = 0) ↔ t2 ≤ -2 * t1 := by
  constructor
  · rintro ⟨x, y, h⟩
    have hre := (structureFactor_re_im t1 t2 x y).1
    rw [h, Complex.zero_re] at hre
    nlinarith [mul_nonneg (neg_pos.mpr h1).le
      (show 0 ≤ 2 - Real.cos x - Real.cos y by linarith [Real.cos_le_one x, Real.cos_le_one y])]
  · intro h
    have hp : 0 < -2 * t1 := by linarith
    have hr : t2 / (-2 * t1) * (-2 * t1) = t2 := div_mul_cancel₀ _ hp.ne'
    have h0 : 0 < t2 / (-2 * t1) := div_pos h2 hp
    have hle : t2 / (-2 * t1) ≤ 1 := (div_le_one hp).mpr h
    -- opposite phases cancel the imaginary part
    refine ⟨Real.arccos (t2 / (-2 * t1)), -Real.arccos (t2 / (-2 * t1)), Complex.ext ?_ ?_⟩
    · rw [(structureFactor_re_im _ _ _ _).1, Real.cos_neg,
        Real.cos_arccos (by linarith) hle, Complex.zero_re]
      linear_combination -hr
    · rw [(structureFactor_re_im _ _ _ _).2, Real.sin_neg, Complex.zero_im]
      ring
```

## The band edge and the gap

From here on $t_2>-2t_1$: the bond between sublayers outweighs the two in-chain bonds together. With $t_1<0$ this already makes $t_2$ positive, so the theorems do not ask for that separately. Put $g=t_2+2t_1>0$. A complex number is at least as large in modulus as its real part, hence

$$E\ge\operatorname{Re}f=g+(-t_1)(2-\cos x-\cos y)\ge g.$$

If $E=g$, both inequalities are equalities, so $\cos x+\cos y=2$ and each cosine is one. If both cosines are one, then $\sin x=0$ and $\cos(x-y)=1$, so the formula for $E^2$ gives $(t_2+2t_1)^2$. Both $E$ and $g$ are nonnegative, so $E=g$. The minimum thus sits at zero phase, up to full turns.

```lean
/-- For `t1 < 0` and `t2 > -2 t1` the band energy is at least `t2 + 2 t1`, with equality
exactly where both Bloch phases are multiples of a full turn (both cosines equal one). -/
theorem band_edge {t1 t2 : ℝ} (h1 : t1 < 0) (h2 : -2 * t1 < t2) (x y : ℝ) :
    t2 + 2 * t1 ≤ bandEnergy t1 t2 x y ∧
      (bandEnergy t1 t2 x y = t2 + 2 * t1 ↔ Real.cos x = 1 ∧ Real.cos y = 1) := by
  have hx := Real.cos_le_one x
  have hy := Real.cos_le_one y
  have hre : t2 + t1 * (Real.cos x + Real.cos y) ≤ bandEnergy t1 t2 x y := by
    rw [← (structureFactor_re_im t1 t2 x y).1]
    exact (le_abs_self _).trans (Complex.abs_re_le_norm _)
  refine ⟨?_, ?_, ?_⟩
  · nlinarith [mul_nonneg (neg_pos.mpr h1).le
      (show 0 ≤ 2 - Real.cos x - Real.cos y by linarith)]
  · intro h
    have hc : 2 ≤ Real.cos x + Real.cos y := by
      by_contra hlt
      have hlt' := not_le.mp hlt
      nlinarith [mul_pos (neg_pos.mpr h1) (sub_pos.mpr hlt')]
    constructor <;> linarith
  · rintro ⟨cx, cy⟩
    have hsq := bandEnergy_sq t1 t2 x y
    have sx : Real.sin x = 0 := by
      have h := Real.sin_sq_add_cos_sq x
      rw [cx] at h
      exact (pow_eq_zero_iff two_ne_zero).mp (by linarith)
    rw [Real.cos_sub, cx, cy, sx] at hsq
    have hE : 0 ≤ bandEnergy t1 t2 x y := norm_nonneg _
    exact (sq_eq_sq₀ hE (by linarith)).mp (by rw [hsq]; ring)
```

The lower band is $-E$. A separation between the bands, with the two energies taken at possibly different phases, is $E(x,y)+E(x',y')\ge2g$, and all phases zero attain this bound. The gap is therefore $2g=2t_2+4t_1$, and it is direct. `IsLeast` expresses both parts: the value belongs to the set of separations and bounds it from below.

```lean
/-- For `t1 < 0` and `t2 > -2 t1` the least separation between an upper-band energy and a
lower-band energy, at any two pairs of Bloch phases, is `2 t2 + 4 t1`. -/
theorem band_gap {t1 t2 : ℝ} (h1 : t1 < 0) (h2 : -2 * t1 < t2) :
    IsLeast {d : ℝ | ∃ x y x' y' : ℝ, d = bandEnergy t1 t2 x y - (-bandEnergy t1 t2 x' y')}
      (2 * t2 + 4 * t1) := by
  constructor
  · refine ⟨0, 0, 0, 0, ?_⟩
    rw [(band_edge h1 h2 0 0).2.2 ⟨Real.cos_zero, Real.cos_zero⟩]
    ring
  · rintro d ⟨x, y, x', y', rfl⟩
    linarith [(band_edge h1 h2 x y).1, (band_edge h1 h2 x' y').1]
```

## Curvature along a line through the band edge

Fix real $a,b$ and follow $E(s)=E(as,bs)$. Differentiating the sum of cosines gives

$$D(s)=\frac{d}{ds}E^2=-2t_1t_2\bigl(a\sin as+b\sin bs\bigr)-2t_1^2(a-b)\sin\bigl((a-b)s\bigr).$$

Since $E\ge g>0$, the square root may be differentiated everywhere, and $E'=D/(2E)$. Differentiating once more at the origin,

$$E''(0)=\frac{D'(0)}{2E(0)}-\frac{D(0)\,E'(0)}{2E(0)^2}.$$

Here $D(0)=0$ and $E(0)=g$, while

$$D'(0)=-2t_1t_2(a^2+b^2)-2t_1^2(a-b)^2.$$

Therefore

$$E''(0)=\frac{-t_1t_2(a^2+b^2)-t_1^2(a-b)^2}{g}.$$

The statement has the form `HasDerivAt (deriv …) … 0`: the slope, as a function of $s$, has this derivative at $s=0$. In the proof, `hN` is the formula $E'=D/(2E)$ at every $s$, `hD'` is the value of $D'(0)$, and `D0` and `E0` are the values that simplify the quotient rule.

```lean
/-- For `t1 < 0` and `t2 > -2 t1`, the second derivative of the band energy at the origin
along the line `(a s, b s)`. -/
theorem curvature {t1 t2 : ℝ} (h1 : t1 < 0) (h2 : -2 * t1 < t2) (a b : ℝ) :
    HasDerivAt (deriv (fun s => bandEnergy t1 t2 (a * s) (b * s)))
      ((-t1 * t2 * (a ^ 2 + b ^ 2) - t1 ^ 2 * (a - b) ^ 2) / (t2 + 2 * t1)) 0 := by
  have hg : 0 < t2 + 2 * t1 := by linarith
  have pos : ∀ x y, 0 < bandEnergy t1 t2 x y := fun x y => hg.trans_le (band_edge h1 h2 x y).1
  have hroot : ∀ x y, √(bandEnergy t1 t2 x y ^ 2) = bandEnergy t1 t2 x y :=
    fun x y => Real.sqrt_sq (pos x y).le
  have hc : ∀ c s : ℝ, HasDerivAt (fun s => Real.cos (c * s)) (-(c * Real.sin (c * s))) s :=
    fun c s => (((hasDerivAt_id' s).const_mul c).cos).congr_deriv (by ring)
  have hs : ∀ c : ℝ, HasDerivAt (fun s => Real.sin (c * s)) c 0 :=
    fun c => (((hasDerivAt_id' (0 : ℝ)).const_mul c).sin).congr_deriv (by simp)
  -- `D` is the derivative of the squared energy
  obtain ⟨D, hD⟩ : ∃ D : ℝ → ℝ, D = fun s =>
      -2 * t1 * t2 * (a * Real.sin (a * s) + b * Real.sin (b * s))
        - 2 * t1 ^ 2 * ((a - b) * Real.sin ((a - b) * s)) := ⟨_, rfl⟩
  have hN : ∀ s, HasDerivAt (fun s => bandEnergy t1 t2 (a * s) (b * s))
      (D s / (2 * bandEnergy t1 t2 (a * s) (b * s))) s := by
    intro s
    have hsq : HasDerivAt (fun s => bandEnergy t1 t2 (a * s) (b * s) ^ 2) (D s) s := by
      have e : (fun s => bandEnergy t1 t2 (a * s) (b * s) ^ 2) = fun s =>
          (t2 ^ 2 + 2 * t1 * t2 * (Real.cos (a * s) + Real.cos (b * s)))
            + 2 * t1 ^ 2 * (1 + Real.cos ((a - b) * s)) := by
        funext s
        rw [bandEnergy_sq, sub_mul]
      rw [e]
      have h := ((((hc a s).fun_add (hc b s)).const_mul (2 * t1 * t2)).const_add
        (t2 ^ 2)).fun_add (((hc (a - b) s).const_add 1).const_mul (2 * t1 ^ 2))
      exact h.congr_deriv (by simp only [hD]; ring)
    have h := hsq.sqrt (pow_ne_zero 2 (pos _ _).ne')
    simpa only [hroot] using h
  have hD' : HasDerivAt D (-2 * t1 * t2 * (a ^ 2 + b ^ 2) - 2 * t1 ^ 2 * (a - b) ^ 2) 0 := by
    rw [hD]
    have h := ((((hs a).const_mul a).fun_add ((hs b).const_mul b)).const_mul
      (-2 * t1 * t2)).fun_sub (((hs (a - b)).const_mul (a - b)).const_mul (2 * t1 ^ 2))
    exact h.congr_deriv (by ring)
  have D0 : D 0 = 0 := by simp [hD]
  have E0 : bandEnergy t1 t2 (a * 0) (b * 0) = t2 + 2 * t1 :=
    (band_edge h1 h2 _ _).2.2 ⟨by simp, by simp⟩
  rw [show deriv (fun s => bandEnergy t1 t2 (a * s) (b * s)) = fun s =>
    D s / (2 * bandEnergy t1 t2 (a * s) (b * s)) from funext fun s => (hN s).deriv]
  -- the slope vanishes at the band edge, so only `D'` survives in the quotient rule
  have h := hD'.fun_div ((hN 0).const_mul 2) (mul_ne_zero two_ne_zero (pos _ _).ne')
  refine h.congr_deriv ?_
  simp only [D0, E0]
  rw [div_eq_div_iff (pow_ne_zero 2 (mul_ne_zero two_ne_zero hg.ne')) hg.ne']
  ring
```

## Armchair against zigzag

The two diagonal steps are mirror images of each other. A wavevector across the chains gives them equal phases, and one along the chains gives them opposite phases. Armchair is therefore $a=b=1$:

$$E''(0)=\frac{-2t_1t_2}{g}.$$

Zigzag is $a=1$, $b=-1$:

$$E''(0)=\frac{-2t_1t_2-4t_1^2}{g}=\frac{-2t_1(t_2+2t_1)}{g}=-2t_1.$$

The armchair value is the zigzag value times $t_2/g$, and $t_2/g>1$ because $t_1<0$. As the gap closes at fixed $t_1$, the armchair curvature grows without bound while the zigzag curvature stays put.

```lean
/-- For `t1 < 0` and `t2 > -2 t1`, the second derivative of the band energy at the origin is
`-2 t1 t2 / (t2 + 2 t1)` along `x = y` (armchair) and `-2 t1` along `x = -y` (zigzag),
with `x` as parameter; the zigzag value is the smaller one. -/
theorem armchair_zigzag {t1 t2 : ℝ} (h1 : t1 < 0) (h2 : -2 * t1 < t2) :
    HasDerivAt (deriv (fun s => bandEnergy t1 t2 s s)) (-2 * t1 * t2 / (t2 + 2 * t1)) 0 ∧
      HasDerivAt (deriv (fun s => bandEnergy t1 t2 s (-s))) (-2 * t1) 0 ∧
      -2 * t1 < -2 * t1 * t2 / (t2 + 2 * t1) := by
  have hg : 0 < t2 + 2 * t1 := by linarith
  refine ⟨?_, ?_, ?_⟩
  · have h := curvature h1 h2 1 1
    simp only [one_mul] at h
    exact h.congr_deriv (by ring)
  · have h := curvature h1 h2 1 (-1)
    simp only [one_mul, neg_one_mul] at h
    exact h.congr_deriv (by rw [div_eq_iff hg.ne']; ring)
  · rw [lt_div_iff₀ hg]
    nlinarith [mul_pos_of_neg_of_neg h1 h1]
```

These are curvatures in the dimensionless phases. To reach an effective mass $m$, let $\ell$ be the length of a diagonal step projected onto the direction of travel. The phase is then $k\ell$ up to sign, for wavenumber $k$, and $\hbar^2/m=\ell^2E''(0)$. This conversion is ordinary band theory added in prose, and it gives

$$\frac{m_{\text{zigzag}}}{m_{\text{armchair}}}=\frac{t_2}{g}\,\frac{\ell_{\text{armchair}}^2}{\ell_{\text{zigzag}}^2}.$$

Armchair carriers are thus the lighter ones whenever $\ell_{\text{armchair}}\ge\ell_{\text{zigzag}}$. Within this non-interacting two-hopping model, a fit of $t_1$ and $t_2$ to the gap and one of the masses also fixes the other mass, once the lattice lengths are known.

Finally, compare all directions of equal length in the phase plane, $a^2+b^2=2$, which is the length of both special directions. The curvature becomes

$$\frac{-2t_1t_2-t_1^2(a-b)^2}{g}.$$

Since $(a-b)^2+(a+b)^2=4$, the square $(a-b)^2$ runs from $0$ to $4$. The value $0$ gives the armchair curvature as the upper bound, and $4$ gives the zigzag curvature as the lower one. The code proves the two bounds separately, after inserting the general curvature formula. Equal length refers here to the phases; in real wavevectors the comparison would involve the lattice lengths again.

```lean
/-- For `t1 < 0` and `t2 > -2 t1`, among all directions `(a, b)` with `a² + b² = 2` the
curvature at the origin lies between the zigzag and the armchair value. -/
theorem curvature_bounds {t1 t2 a b : ℝ} (h1 : t1 < 0) (h2 : -2 * t1 < t2)
    (hab : a ^ 2 + b ^ 2 = 2) :
    deriv (deriv (fun s => bandEnergy t1 t2 (a * s) (b * s))) 0 ∈
      Set.Icc (-2 * t1) (-2 * t1 * t2 / (t2 + 2 * t1)) := by
  have hg : 0 < t2 + 2 * t1 := by linarith
  rw [(curvature h1 h2 a b).deriv, hab]
  constructor
  · have e : (a - b) ^ 2 = 4 - (a + b) ^ 2 := by linear_combination 2 * hab
    rw [le_div_iff₀ hg, e]
    nlinarith [mul_nonneg (sq_nonneg t1) (sq_nonneg (a + b))]
  · apply div_le_div_of_nonneg_right _ hg.le
    nlinarith [mul_nonneg (sq_nonneg t1) (sq_nonneg (a - b))]

end

end PuckeredLayer
```

```lean
#print axioms PuckeredLayer.gapless_iff
-- 'PuckeredLayer.gapless_iff' depends on axioms: [propext, Classical.choice, Quot.sound]
#print axioms PuckeredLayer.band_gap
-- 'PuckeredLayer.band_gap' depends on axioms: [propext, Classical.choice, Quot.sound]
#print axioms PuckeredLayer.armchair_zigzag
-- 'PuckeredLayer.armchair_zigzag' depends on axioms: [propext, Classical.choice, Quot.sound]
#print axioms PuckeredLayer.curvature_bounds
-- 'PuckeredLayer.curvature_bounds' depends on axioms: [propext, Classical.choice, Quot.sound]
```
